# One collective mode above finitely many particle-hole energies, with a lower bound on its squared frequency

When a separable repulsion acts on finitely many particle-hole transitions, all with positive oscillator strength, the random-phase mode equation has exactly one root above the highest transition energy; this root is called the plasmon here. A bracketing root finder can be started from an interval that contains this root, no other root and no pole. Let the interaction be \(\tfrac v2Q^2\) with \(v>0\), and let a finite, nonzero number of transitions have energies \(d_k>0\) and oscillator strengths \(m_k=2d_k|\langle k|Q|0\rangle|^2>0\), with \(\hbar=1\). Such an interval in the squared frequency \(Y\) is

\[
D+v\,m_j\;\le\;Y\;\le\;D+vM,\qquad D=\max_k d_k^2=d_j^2,\quad M=\sum_k m_k .
\]

For a single transition its ends coincide at the root. The root also satisfies \(Y\ge vM+\sum_k m_kd_k^2/M\), which can be a sharper lower end.

## The mode equation in the squared frequency

Let a system with one-body transitions interact through \(\tfrac v2 Q^2\), where \(Q\) is a single Hermitian collective operator and \(v\) is the strength of the repulsion in that channel. In the random-phase approximation, \(Q\) responds to the external field \(\varphi\) plus the induced field \(v\,\delta Q\):

\[
\delta Q=\Pi\,(\varphi+v\,\delta Q)\quad\Longrightarrow\quad \delta Q=\frac{\Pi}{1-v\Pi}\,\varphi .
\]

A free oscillation occurs where \(v\Pi=1\). The Lean development starts from this equation. That a real interacting system obeys it is an approximation which the hypotheses do not supply.

The transitions are labelled by a finite type `ι`, so the spectrum is discrete: there is no continuum and no damping.

```lean
import Mathlib

open Finset

namespace CollectiveMode

noncomputable section

variable {ι : Type*} [Fintype ι]
```

The response is written as a function of \(Y=\omega^2\), with \(\hbar=1\):

\[
\Pi(Y)=\sum_k\frac{m_k}{Y-d_k^2}.
\]

Textbooks usually give the polarization as a function of \(\omega\); here the argument of `polarization` is the squared frequency. The letter `m` denotes an oscillator strength, not a mass. A transition with \(m_k=0\) contributes nothing to the sum, and its energy may lie above the root. Such transitions have to be left off the list, because the existence theorem below assumes \(m_k>0\) for every \(k\).

```lean
/-- Particle-hole response at squared frequency `Y`, with oscillator strengths `m k` and
excitation energies `d k`; its domain is `Y ≠ d k ^ 2` for all `k`. -/
def polarization (m d : ι → ℝ) (Y : ℝ) : ℝ := ∑ k, m k / (Y - d k ^ 2)
```

`IsCollective m d v Y` says that \(Y\) lies strictly above every \(d_k^2\) and that \(v\Pi(Y)=1\). The name refers only to this position in the spectrum: it does not require that many transitions take part, and a single shifted transition qualifies. Roots between the poles are excluded.

```lean
/-- `Y` is the squared frequency of a collective mode: it lies above all squared particle-hole
energies and solves the mode equation with coupling `v`. -/
def IsCollective (m d : ι → ℝ) (v Y : ℝ) : Prop :=
  (∀ k, d k ^ 2 < Y) ∧ v * polarization m d Y = 1
```

## From the Lehmann sum to oscillator strengths

With transition weights \(a_k\), physically \(|\langle k|Q|0\rangle|^2\), the Lehmann form has a resonant and an antiresonant term for each transition. The frequency is real and carries no broadening.

```lean
/-- Lehmann sum of resonant and antiresonant terms with transition weights `a k`, at real
frequency `w`; its domain is `w ≠ d k` and `w ≠ -d k` for all `k`. -/
def lehmannPolarization (a d : ι → ℝ) (w : ℝ) : ℝ :=
  ∑ k, a k * (1 / (w - d k) - 1 / (w + d k))
```

Over a common denominator,

\[
\frac1{\omega-d_k}-\frac1{\omega+d_k}=\frac{2d_k}{\omega^2-d_k^2},
\]

so the Lehmann sum is \(\Pi(\omega^2)\) with \(m_k=2d_ka_k\). The lemma compares the sums term by term, assuming that \(\omega\) is at none of the poles \(\pm d_k\).

```lean
/-- Away from the poles, the Lehmann sum is the response with oscillator strengths
`2 * d k * a k`, taken at the squared frequency. -/
theorem lehmann_eq_polarization (a d : ι → ℝ) (w : ℝ)
    (h₁ : ∀ k, w - d k ≠ 0) (h₂ : ∀ k, w + d k ≠ 0) :
    lehmannPolarization a d w = polarization (fun k => 2 * d k * a k) d (w ^ 2) := by
  unfold lehmannPolarization polarization
  refine Finset.sum_congr rfl fun k _ => ?_
  show a k * (1 / (w - d k) - 1 / (w + d k)) = 2 * d k * a k / (w ^ 2 - d k ^ 2)
  rw [show w ^ 2 - d k ^ 2 = (w - d k) * (w + d k) by ring,
    div_sub_div _ _ (h₁ k) (h₂ k), ← mul_div_assoc]
  congr 1
  ring
```

## Two estimates above the poles

If \(d_k^2<Y<Z\) for all \(k\), then \(0<Y-d_k^2<Z-d_k^2\), and each positive \(m_k\) is divided by a larger number at \(Z\). Summing over at least one transition gives \(\Pi(Z)<\Pi(Y)\).

```lean
/-- For at least one transition and positive oscillator strengths, the response strictly decreases
with the squared frequency above all particle-hole poles. -/
theorem polarization_strictAnti [Nonempty ι] {m d : ι → ℝ} (hm : ∀ k, 0 < m k) {Y Z : ℝ}
    (hY : ∀ k, d k ^ 2 < Y) (hYZ : Y < Z) : polarization m d Z < polarization m d Y := by
  unfold polarization
  refine Finset.sum_lt_sum_of_nonempty Finset.univ_nonempty fun k _ => ?_
  exact div_lt_div_of_pos_left (hm k) (by linarith [hY k]) (by linarith)
```

Now let \(D\) be any upper bound of the squared energies. Since \(Y-D\le Y-d_k^2\),

\[
(Y-D)\,\Pi(Y)=\sum_k\frac{m_k\,(Y-D)}{Y-d_k^2}\le\sum_k m_k=M .
\]

The `calc` block is this inequality for one term.

```lean
/-- For positive oscillator strengths, `Y` above all poles and any upper bound `D` of the squared
energies, the response at `Y` times `Y - D` is at most the total oscillator strength. -/
theorem polarization_mul_le {m d : ι → ℝ} (hm : ∀ k, 0 < m k) {Y D : ℝ}
    (hY : ∀ k, d k ^ 2 < Y) (hD : ∀ k, d k ^ 2 ≤ D) :
    polarization m d Y * (Y - D) ≤ ∑ k, m k := by
  unfold polarization
  rw [Finset.sum_mul]
  refine Finset.sum_le_sum fun k _ => ?_
  have ht : 0 < Y - d k ^ 2 := by linarith [hY k]
  calc m k / (Y - d k ^ 2) * (Y - D) ≤ m k / (Y - d k ^ 2) * (Y - d k ^ 2) :=
        mul_le_mul_of_nonneg_left (by linarith [hD k]) (div_pos (hm k) ht).le
    _ = m k := div_mul_cancel₀ _ ht.ne'
```

## The excess over the lower bound is a sum of squares

Put \(t_k=Y-d_k^2\). For any shift \(T\),

\[
\sum_k\frac{m_k(t_k-T)^2}{t_k}=\sum_k m_kt_k-2TM+T^2\,\Pi(Y).
\]

Choose \(T=vM\). At a collective mode \(v\Pi(Y)=1\), so the last term is \(v^2M^2\Pi(Y)=vM^2\), and

\[
MY-\sum_k m_kd_k^2-vM^2=\sum_k\frac{m_k\,(Y-d_k^2-vM)^2}{Y-d_k^2}.
\]

In Lean, `key` is the expansion for arbitrary \(T\), and the final `linear_combination` inserts the mode equation `h.2`.

```lean
/-- At a collective mode with total strength `M = ∑ k, m k`, the difference
`M * Y - ∑ k, m k * d k ^ 2 - v * M ^ 2` is the sum of the squares `(Y - d k ^ 2 - v * M) ^ 2` with
weights `m k / (Y - d k ^ 2)`. -/
theorem excess_identity {m d : ι → ℝ} {v Y : ℝ} (h : IsCollective m d v Y) :
    (∑ k, m k) * Y - ∑ k, m k * d k ^ 2 - v * (∑ k, m k) ^ 2 =
      ∑ k, m k * (Y - d k ^ 2 - v * ∑ j, m j) ^ 2 / (Y - d k ^ 2) := by
  -- expand the square around an arbitrary shift `T`
  have key : ∀ T : ℝ, ∑ k, m k * (Y - d k ^ 2 - T) ^ 2 / (Y - d k ^ 2) =
      (∑ k, m k) * Y - ∑ k, m k * d k ^ 2 - 2 * T * (∑ k, m k)
        + T ^ 2 * polarization m d Y := by
    intro T
    rw [polarization, Finset.sum_mul, Finset.mul_sum, Finset.mul_sum,
      ← Finset.sum_sub_distrib, ← Finset.sum_sub_distrib, ← Finset.sum_add_distrib]
    refine Finset.sum_congr rfl fun k _ => ?_
    have hne : Y - d k ^ 2 ≠ 0 := (sub_pos.mpr (h.1 k)).ne'
    have e : m k / (Y - d k ^ 2) * (Y - d k ^ 2) = m k := div_mul_cancel₀ _ hne
    rw [div_eq_iff hne]
    linear_combination (-T ^ 2) * e
  rw [key (v * ∑ j, m j)]
  linear_combination (-(v * (∑ k, m k) ^ 2)) * h.2
```

## Existence, uniqueness and the lower bound

Let \(d_j^2=D\) be the largest squared energy. At \(Y=D+vm_j\) the highest pole alone contributes \(m_j/(vm_j)=1/v\), and the other terms are positive, so \(v\Pi\ge1\). At \(Y=D+vM\) the second estimate gives \(vM\,\Pi\le M\), so \(v\Pi\le1\). Between these points \(\Pi\) is continuous, and hence \(v\Pi=1\) somewhere in the interval. Two different roots above the poles would contradict the strict decrease.

For the bound, every term on the right of the excess identity is nonnegative. Therefore \(MY\ge vM^2+\sum_k m_kd_k^2\), and division by \(M>0\) gives

\[
Y\ge vM+\frac{\sum_k m_kd_k^2}{M}.
\]

The theorem states both parts: `∃! Y` says that there is exactly one collective \(Y\), and the second clause gives the bound for any such \(Y\). In the proof, `hlow` and `hup` are the two endpoint estimates, and `lt_trichotomy` separates the cases for a second root \(Z\).

```lean
/-- For at least one transition, positive oscillator strengths and coupling `v > 0`, there is
exactly one collective mode above all particle-hole excitations. Its squared frequency is at least
`v` times the total strength plus the strength-weighted mean of the squared energies. -/
theorem collective_mode [Nonempty ι] {m d : ι → ℝ} {v : ℝ} (hm : ∀ k, 0 < m k) (hv : 0 < v) :
    (∃! Y, IsCollective m d v Y) ∧ ∀ Y, IsCollective m d v Y →
      v * (∑ k, m k) + (∑ k, m k * d k ^ 2) / (∑ k, m k) ≤ Y := by
  have hM : 0 < ∑ k, m k := Finset.sum_pos (fun k _ => hm k) Finset.univ_nonempty
  refine ⟨?_, fun Y h => ?_⟩
  · obtain ⟨j, hj⟩ := Finite.exists_max (fun k => d k ^ 2)
    have hmj : m j ≤ ∑ k, m k :=
      Finset.single_le_sum (fun k _ => (hm k).le) (Finset.mem_univ j)
    have hvm : 0 < v * m j := mul_pos hv (hm j)
    have hab : d j ^ 2 + v * m j ≤ d j ^ 2 + v * ∑ k, m k := by
      linarith [mul_le_mul_of_nonneg_left hmj hv.le]
    have above : ∀ Y, d j ^ 2 + v * m j ≤ Y → ∀ k, d k ^ 2 < Y := fun Y hY k => by
      have := hj k
      linarith
    have hcont : ContinuousOn (fun Y => v * polarization m d Y)
        (Set.Icc (d j ^ 2 + v * m j) (d j ^ 2 + v * ∑ k, m k)) := by
      unfold polarization
      refine continuousOn_const.mul (continuousOn_finsetSum _ fun k _ => ?_)
      exact continuousOn_const.div (by fun_prop)
        fun Y hY => (sub_pos.mpr (above Y hY.1 k)).ne'
    -- the highest pole alone makes the left end large enough
    have hlow : 1 ≤ v * polarization m d (d j ^ 2 + v * m j) := by
      have h1 : m j / (d j ^ 2 + v * m j - d j ^ 2) ≤ polarization m d (d j ^ 2 + v * m j) :=
        Finset.single_le_sum (f := fun k => m k / (d j ^ 2 + v * m j - d k ^ 2))
          (fun k _ => (div_pos (hm k) (sub_pos.mpr (above _ le_rfl k))).le)
          (Finset.mem_univ j)
      rw [add_sub_cancel_left, div_le_iff₀ hvm] at h1
      nlinarith [hm j]
    have hup : v * polarization m d (d j ^ 2 + v * ∑ k, m k) ≤ 1 := by
      have h1 := polarization_mul_le hm (above _ hab) hj
      rw [add_sub_cancel_left] at h1
      refine le_of_mul_le_mul_right ?_ hM
      linarith
    obtain ⟨Y, hY, hYeq⟩ := intermediate_value_Icc' hab hcont ⟨hup, hlow⟩
    refine ⟨Y, ⟨above Y hY.1, hYeq⟩, fun Z hZ => ?_⟩
    -- two different roots would contradict strict monotonicity
    have hYeq' : v * polarization m d Y = 1 := hYeq
    rcases lt_trichotomy Z Y with hlt | heq | hgt
    · have := mul_lt_mul_of_pos_left (polarization_strictAnti hm hZ.1 hlt) hv
      linarith [hZ.2]
    · exact heq
    · have := mul_lt_mul_of_pos_left (polarization_strictAnti hm (above Y hY.1) hgt) hv
      linarith [hZ.2]
  · have hid := excess_identity h
    have hnn : 0 ≤ ∑ k, m k * (Y - d k ^ 2 - v * ∑ j, m j) ^ 2 / (Y - d k ^ 2) :=
      Finset.sum_nonneg fun k _ =>
        div_nonneg (mul_nonneg (hm k).le (sq_nonneg _)) (sub_pos.mpr (h.1 k)).le
    have : (∑ k, m k * d k ^ 2) / (∑ k, m k) ≤ Y - v * ∑ k, m k := by
      rw [div_le_iff₀ hM]
      linarith
    linarith
```

The existence part depends on Mathlib's `intermediate_value_Icc'`. For a function \(f\) continuous on \([a,b]\) with \(a\le b\), it states that the interval \([f(b),f(a)]\) is contained in the image of \([a,b]\). The prime marks this order of the end values, which suits a decreasing function. The pair `⟨hup, hlow⟩` is a proof that \(1\) lies in \([f(b),f(a)]\), and `obtain` extracts from the image a point \(Y\) together with its position in the interval. That position shows that \(Y\) is above all poles. Continuity is needed at the endpoints too, so the interval cannot start at \(D\): Lean assigns \(m_j/0\) the value \(0\), while the response diverges as \(Y\) approaches \(D\) from above. Starting at \(D+vm_j\) keeps every denominator positive.

## An upper bound, and when the lower bound is exact

Multiplying the second estimate by \(v\) and using \(v\Pi(Y)=1\) gives \(Y-D\le vM\). This holds for every upper bound \(D\) of the squared energies, and the largest squared energy gives the tightest version.

```lean
/-- For positive oscillator strengths, the squared frequency of a collective mode exceeds
`v` times the total strength by at most any upper bound `D` of the squared energies. -/
theorem collective_le {m d : ι → ℝ} {v Y D : ℝ} (hm : ∀ k, 0 < m k) (hv : 0 < v)
    (h : IsCollective m d v Y) (hD : ∀ k, d k ^ 2 ≤ D) : Y ≤ v * (∑ k, m k) + D := by
  have h1 := mul_le_mul_of_nonneg_left (polarization_mul_le hm h.1 hD) hv.le
  rw [← mul_assoc, h.2] at h1
  linarith
```

If the lower bound is an equality, the left side of the excess identity vanishes. A sum of nonnegative terms is zero only if each term is zero, so \(Y-d_k^2=vM\) for every \(k\), and all \(d_k^2\) coincide. Conversely, if they all equal \(d^2\), the mode equation reads \(vM/(Y-d^2)=1\). Then \(Y=d^2+vM\), which is the lower bound, because the weighted mean is \(d^2\).

The Lean proof takes the two directions in this order. `Finset.sum_eq_zero_iff_of_nonneg` passes from the vanishing sum to its terms.

```lean
/-- For positive oscillator strengths, the lower bound on the squared collective frequency is
attained exactly when all squared particle-hole energies coincide. -/
theorem bound_attained_iff [Nonempty ι] {m d : ι → ℝ} {v Y : ℝ} (hm : ∀ k, 0 < m k)
    (h : IsCollective m d v Y) :
    Y = v * (∑ k, m k) + (∑ k, m k * d k ^ 2) / (∑ k, m k) ↔ ∀ i j, d i ^ 2 = d j ^ 2 := by
  have hM : 0 < ∑ k, m k := Finset.sum_pos (fun k _ => hm k) Finset.univ_nonempty
  have hid := excess_identity h
  constructor
  · intro hY
    have e : (∑ k, m k * d k ^ 2) / (∑ k, m k) * (∑ k, m k) = ∑ k, m k * d k ^ 2 :=
      div_mul_cancel₀ _ hM.ne'
    have hz : ∑ k, m k * (Y - d k ^ 2 - v * ∑ j, m j) ^ 2 / (Y - d k ^ 2) = 0 := by
      rw [← hid]
      linear_combination (∑ k, m k) * hY + e
    -- every square in the excess vanishes
    have hk : ∀ k, Y - d k ^ 2 - v * ∑ j, m j = 0 := fun k => by
      have h0 := (Finset.sum_eq_zero_iff_of_nonneg fun k _ =>
        div_nonneg (mul_nonneg (hm k).le (sq_nonneg _))
          (sub_pos.mpr (h.1 k)).le).mp hz k (Finset.mem_univ k)
      rw [div_eq_zero_iff] at h0
      have h1 := h0.resolve_right (sub_pos.mpr (h.1 k)).ne'
      exact pow_eq_zero_iff two_ne_zero |>.mp ((mul_eq_zero.mp h1).resolve_left (hm k).ne')
    intro i j
    linarith [hk i, hk j]
  · intro hd
    obtain ⟨i⟩ := ‹Nonempty ι›
    have hS : ∑ k, m k * d k ^ 2 = (∑ k, m k) * d i ^ 2 := by
      rw [Finset.sum_mul]
      exact Finset.sum_congr rfl fun k _ => by rw [hd k i]
    have hF : polarization m d Y = (∑ k, m k) / (Y - d i ^ 2) := by
      rw [polarization, Finset.sum_div]
      exact Finset.sum_congr rfl fun k _ => by rw [hd k i]
    have h2 := h.2
    rw [hF, ← mul_div_assoc, div_eq_iff (sub_pos.mpr (h.1 i)).ne'] at h2
    rw [hS, mul_div_cancel_left₀ _ hM.ne']
    linarith
```

## The plasmon frequency

For the Lehmann polarization with at least one transition, take \(a_k>0\), \(d_k>0\) and \(v>0\), so that \(m_k=2d_ka_k>0\). If \(\omega>d_k\) for all \(k\), then \(\omega^2>d_k^2\), and a solution \(\omega\) of the mode equation gives a collective \(Y=\omega^2\). In the other direction, the unique \(Y\) gives \(\omega=\sqrt Y>d_k\). Any other solution has the same square and is also positive, so it is the same frequency. Hence there is exactly one plasmon frequency above all particle-hole energies, and

\[
\omega^2\ge v\sum_k2d_ka_k+\frac{\sum_k2d_k^3a_k}{\sum_k2d_ka_k}.
\]

In the proof, `hcol` takes a frequency to its square, and `Real.sqrt Y` supplies the frequency in return.

In electronic-structure work this applies to a random-phase plasmon built from a finite list of transitions with one separable repulsive channel; a matrix of couplings between several channels requires a different equation.

```lean
/-- For at least one transition and positive energies, transition weights and coupling, the Lehmann
polarization has exactly one plasmon frequency `w` above all particle-hole energies, and `w ^ 2`
obeys the lower bound with strengths `2 * d k * a k`. -/
theorem plasmon_frequency [Nonempty ι] {a d : ι → ℝ} {v : ℝ} (ha : ∀ k, 0 < a k)
    (hd : ∀ k, 0 < d k) (hv : 0 < v) :
    (∃! w, (∀ k, d k < w) ∧ v * lehmannPolarization a d w = 1) ∧
    ∀ w, (∀ k, d k < w) → v * lehmannPolarization a d w = 1 →
      v * (∑ k, 2 * d k * a k) +
        (∑ k, 2 * d k * a k * d k ^ 2) / (∑ k, 2 * d k * a k) ≤ w ^ 2 := by
  have hm : ∀ k, 0 < 2 * d k * a k := fun k => mul_pos (mul_pos two_pos (hd k)) (ha k)
  obtain ⟨⟨Y, hY, huniq⟩, hbound⟩ := collective_mode (d := d) hm hv
  have hL : ∀ w, (∀ k, d k < w) → lehmannPolarization a d w =
      polarization (fun k => 2 * d k * a k) d (w ^ 2) := fun w hw =>
    lehmann_eq_polarization a d w (fun k => (sub_pos.mpr (hw k)).ne')
      (fun k => by linarith [hw k, hd k] |> fun h : 0 < w + d k => h.ne')
  have hcol : ∀ w, (∀ k, d k < w) → v * lehmannPolarization a d w = 1 →
      IsCollective (fun k => 2 * d k * a k) d v (w ^ 2) := fun w hw h =>
    ⟨fun k => by nlinarith [hw k, hd k], by rw [← hL w hw]; exact h⟩
  refine ⟨?_, fun w hw h => hbound _ (hcol w hw h)⟩
  obtain ⟨i⟩ := ‹Nonempty ι›
  have hY0 : 0 ≤ Y := (sq_nonneg (d i)).trans (hY.1 i).le
  have hs : ∀ k, d k < Real.sqrt Y := fun k => (Real.lt_sqrt (hd k).le).mpr (hY.1 k)
  refine ⟨Real.sqrt Y, ⟨hs, ?_⟩, fun w hw => ?_⟩
  · rw [hL _ hs, Real.sq_sqrt hY0]
    exact hY.2
  · rw [← huniq _ (hcol w hw.1 hw.2), Real.sqrt_sq ((hd i).trans (hw.1 i)).le]

end

end CollectiveMode
```

```lean
#print axioms CollectiveMode.collective_mode
#print axioms CollectiveMode.collective_le
#print axioms CollectiveMode.bound_attained_iff
#print axioms CollectiveMode.plasmon_frequency
```

```
'CollectiveMode.collective_mode' depends on axioms: [propext, Classical.choice, Quot.sound]
'CollectiveMode.collective_le' depends on axioms: [propext, Classical.choice, Quot.sound]
'CollectiveMode.bound_attained_iff' depends on axioms: [propext, Classical.choice, Quot.sound]
'CollectiveMode.plasmon_frequency' depends on axioms: [propext, Classical.choice, Quot.sound]
```
